# For a positive definite dynamical matrix $D$, the phonon energy exceeds equipartition by less than $\operatorname{tr}D/(12T)$ in units $\hbar=k_B=1$

With $\hbar=k_B=1$, a harmonic mode of frequency $w>0$ has the levels $w(k+\tfrac12)$, $k=0,1,2,\dots$, and at temperature $T>0$ its mean energy is $E(w,T)=\frac w2+\frac{w}{e^{w/T}-1}$. A crystal has a dynamical matrix $D$ with eigenvalues $w_s^2$, one for each mode $s$, and its phonon energy is $U=\sum_s E(w_s,T)$.

```lean
import Mathlib

open scoped ComplexOrder

namespace PhononEquipartition

noncomputable section

/-- The energy levels `w (k + 1/2)` of a harmonic mode of frequency `w`, with `ħ = 1`. -/
def level (w : ℝ) (k : ℕ) : ℝ := w * (k + 1 / 2)

/-- Zero-point energy plus Planck's thermal energy of a mode of frequency `w` at temperature `T`,
for `w, T > 0` and `ħ = k_B = 1`. -/
def modeEnergy (w T : ℝ) : ℝ := w / 2 + w / (Real.exp (w / T) - 1)

/-- The phonon energy of a crystal at temperature `T > 0`: the sum of the mode energies, where the
squared frequencies are the eigenvalues (taken positive) of the dynamical matrix `D`. -/
def phononEnergy {n : Type*} [Fintype n] [DecidableEq n] {D : Matrix n n ℂ}
    (hD : D.IsHermitian) (T : ℝ) : ℝ :=
  ∑ s, modeEnergy (Real.sqrt (hD.eigenvalues s)) T

/-- The mode energy is the Gibbs average of the oscillator levels. -/
theorem gibbs_average_eq_modeEnergy {w T : ℝ} (hw : 0 < w) (hT : 0 < T) :
    (∑' k : ℕ, level w k * Real.exp (-level w k / T)) / (∑' k : ℕ, Real.exp (-level w k / T))
      = modeEnergy w T := by
  have hr1 : Real.exp (-(w / T)) < 1 := Real.exp_lt_one_iff.2 (neg_lt_zero.2 (div_pos hw hT))
  have hr0 : 0 < Real.exp (-(w / T)) := Real.exp_pos _
  have ha : 0 < Real.exp (-(w / (2 * T))) := Real.exp_pos _
  have hE : Real.exp (w / T) = (Real.exp (-(w / T)))⁻¹ := by rw [Real.exp_neg, inv_inv]
  -- the Boltzmann factors form a geometric sequence
  have hB : ∀ k : ℕ, Real.exp (-level w k / T)
      = Real.exp (-(w / (2 * T))) * Real.exp (-(w / T)) ^ k := by
    intro k
    rw [← Real.exp_nat_mul, ← Real.exp_add, level]
    congr 1
    ring
  simp only [hB]
  rw [modeEnergy, hE]
  generalize Real.exp (-(w / T)) = r at hr0 hr1 ⊢
  generalize Real.exp (-(w / (2 * T))) = a at ha ⊢
  have h0 := hasSum_geometric_of_lt_one hr0.le hr1
  have h1 := hasSum_coe_mul_geometric_of_norm_lt_one (r := r)
    (by rwa [Real.norm_of_nonneg hr0.le])
  have hN : HasSum (fun k : ℕ => level w k * (a * r ^ k))
      (a * w * (r / (1 - r) ^ 2) + a * w / 2 * (1 - r)⁻¹) := by
    have hf : (fun k : ℕ => level w k * (a * r ^ k))
        = fun k : ℕ => a * w * ((k : ℝ) * r ^ k) + a * w / 2 * r ^ k := by
      funext k
      rw [level]
      ring
    rw [hf]
    exact (h1.mul_left (a * w)).add (h0.mul_left (a * w / 2))
  have hr : 1 - r ≠ 0 := (sub_pos.2 hr1).ne'
  have hP : w / (r⁻¹ - 1) = w * r / (1 - r) := by
    have h : r⁻¹ - 1 = (1 - r) / r := by field_simp
    rw [h, div_div_eq_mul_div]
  rw [hN.tsum_eq, (h0.mul_left a).tsum_eq, hP]
  field_simp
  ring

/-- An expression `exp(y) q(y) + r(y)` with quartic polynomials `q`, `r` that vanishes at `y = 0`
is positive for `y > 0` if its derivative is. -/
theorem pos_of_deriv_pos (a b c d e f g h k : ℝ)
    (H : ∀ y : ℝ, 0 < y → 0 < Real.exp y * (a * y ^ 4 + (b + 4 * a) * y ^ 3
      + (c + 3 * b) * y ^ 2 + (d + 2 * c) * y + (e + d))
      + (4 * f * y ^ 3 + 3 * g * y ^ 2 + 2 * h * y + k)) (y : ℝ) (hy : 0 < y) :
    0 < Real.exp y * (a * y ^ 4 + b * y ^ 3 + c * y ^ 2 + d * y + e)
      + (f * y ^ 4 + g * y ^ 3 + h * y ^ 2 + k * y + -e) := by
  have hp : ∀ a b c d e x : ℝ, HasDerivAt
      (fun y : ℝ => a * y ^ 4 + b * y ^ 3 + c * y ^ 2 + d * y + e)
      (a * (4 * x ^ 3) + b * (3 * x ^ 2) + c * (2 * x) + d) x := by
    intro a b c d e x
    have h := (((((hasDerivAt_pow 4 x).const_mul a).fun_add
      ((hasDerivAt_pow 3 x).const_mul b)).fun_add ((hasDerivAt_pow 2 x).const_mul c)).fun_add
      ((hasDerivAt_id' x).const_mul d)).add_const e
    exact h.congr_deriv (by norm_num)
  have hd := fun x : ℝ =>
    ((Real.hasDerivAt_exp x).fun_mul (hp a b c d e x)).fun_add (hp f g h k (-e) x)
  have hm := strictMonoOn_of_deriv_pos (convex_Ici (0 : ℝ))
    (fun x _ => (hd x).continuousAt.continuousWithinAt) (fun x hx => by
      rw [interior_Ici] at hx
      rw [(hd x).deriv]
      linarith [H x hx])
  have hlt := hm (Set.mem_Ici.2 le_rfl) (Set.mem_Ici.2 hy.le) hy
  have h0 : Real.exp 0 * (a * 0 ^ 4 + b * 0 ^ 3 + c * 0 ^ 2 + d * 0 + e)
      + (f * 0 ^ 4 + g * 0 ^ 3 + h * 0 ^ 2 + k * 0 + -e) = 0 := by
    rw [Real.exp_zero]
    ring
  exact h0.symm.trans_lt hlt

/-- The mode energy, zero-point energy included, is greater than the equipartition value `T`. -/
theorem equipartition_lt_modeEnergy {w T : ℝ} (hw : 0 < w) (hT : 0 < T) :
    T < modeEnergy w T := by
  obtain ⟨y, hy, rfl⟩ : ∃ y, 0 < y ∧ w = y * T := ⟨w / T, div_pos hw hT, by field_simp⟩
  have h1 := pos_of_deriv_pos 0 0 0 1 (-1) 0 0 0 0
    (fun y hy => by linarith [mul_pos (Real.exp_pos y) hy])
  have h2 := pos_of_deriv_pos 0 0 0 1 (-2) 0 0 0 1 (fun y hy => by linarith [h1 y hy])
  have key : 0 < Real.exp y * (y - 2) + (y + 2) := by linarith [h2 y hy]
  have he : 0 < Real.exp y - 1 := sub_pos.2 (Real.one_lt_exp_iff.2 hy)
  rw [modeEnergy, mul_div_cancel_right₀ y hT.ne']
  generalize Real.exp y = e at key he ⊢
  have hne := he.ne'
  have hdiff : y * T / 2 + y * T / (e - 1) - T
      = T * (e * (y - 2) + (y + 2)) / (2 * (e - 1)) := by
    field_simp
    ring
  have hpos := div_pos (mul_pos hT key) (mul_pos two_pos he)
  linarith

/-- The mode energy is less than `T + w² / (12 T)`. -/
theorem modeEnergy_lt {w T : ℝ} (hw : 0 < w) (hT : 0 < T) :
    modeEnergy w T < T + w ^ 2 / (12 * T) := by
  obtain ⟨y, hy, rfl⟩ : ∃ y, 0 < y ∧ w = y * T := ⟨w / T, div_pos hw hT, by field_simp⟩
  have h1 := pos_of_deriv_pos 0 0 1 (-2) 2 0 0 0 0
    (fun y hy => by linarith [mul_pos (Real.exp_pos y) (pow_pos hy 2)])
  have h2 := pos_of_deriv_pos 0 0 1 (-4) 6 0 0 0 (-2) (fun y hy => by linarith [h1 y hy])
  have h3 := pos_of_deriv_pos 0 0 1 (-6) 12 0 0 (-1) (-6) (fun y hy => by linarith [h2 y hy])
  have key : 0 < Real.exp y * (y ^ 2 - 6 * y + 12) - (y ^ 2 + 6 * y + 12) := by
    linarith [h3 y hy]
  have he : 0 < Real.exp y - 1 := sub_pos.2 (Real.one_lt_exp_iff.2 hy)
  rw [modeEnergy, mul_div_cancel_right₀ y hT.ne']
  generalize Real.exp y = e at key he ⊢
  have hne := he.ne'
  have hdiff : T + (y * T) ^ 2 / (12 * T) - (y * T / 2 + y * T / (e - 1))
      = T * (e * (y ^ 2 - 6 * y + 12) - (y ^ 2 + 6 * y + 12)) / (12 * (e - 1)) := by
    field_simp
    ring
  have hpos := div_pos (mul_pos hT key) (mul_pos (by norm_num : (0 : ℝ) < 12) he)
  linarith

/-- The mode energy lies above `T + w² / (12 T) - w⁴ / (720 T³)`. -/
theorem lt_modeEnergy_second_order {w T : ℝ} (hw : 0 < w) (hT : 0 < T) :
    T + w ^ 2 / (12 * T) - w ^ 4 / (720 * T ^ 3) < modeEnergy w T := by
  obtain ⟨y, hy, rfl⟩ : ∃ y, 0 < y ∧ w = y * T := ⟨w / T, div_pos hw hT, by field_simp⟩
  have h1 := pos_of_deriv_pos 1 16 12 (-24) 24 0 0 0 0 (fun y hy => by
    have h : 0 < Real.exp y * (y ^ 4 + 20 * y ^ 3 + 60 * y ^ 2) := by positivity
    linarith)
  have h2 := pos_of_deriv_pos 1 12 (-24) 24 0 0 0 0 (-24) (fun y hy => by linarith [h1 y hy])
  have h3 := pos_of_deriv_pos 1 8 (-48) 120 (-120) 0 0 (-12) 0
    (fun y hy => by linarith [h2 y hy])
  have h4 := pos_of_deriv_pos 1 4 (-60) 240 (-360) 0 (-4) 0 120
    (fun y hy => by linarith [h3 y hy])
  have h5 := pos_of_deriv_pos 1 0 (-60) 360 (-720) (-1) 0 60 360
    (fun y hy => by linarith [h4 y hy])
  have key : 0 < Real.exp y * (y ^ 4 - 60 * y ^ 2 + 360 * y - 720)
      + (720 + 360 * y + 60 * y ^ 2 - y ^ 4) := by linarith [h5 y hy]
  have he : 0 < Real.exp y - 1 := sub_pos.2 (Real.one_lt_exp_iff.2 hy)
  rw [modeEnergy, mul_div_cancel_right₀ y hT.ne']
  generalize Real.exp y = e at key he ⊢
  have hne := he.ne'
  have hdiff : y * T / 2 + y * T / (e - 1)
      - (T + (y * T) ^ 2 / (12 * T) - (y * T) ^ 4 / (720 * T ^ 3))
      = T * (e * (y ^ 4 - 60 * y ^ 2 + 360 * y - 720)
        + (720 + 360 * y + 60 * y ^ 2 - y ^ 4)) / (720 * (e - 1)) := by
    field_simp
    ring
  have hpos := div_pos (mul_pos hT key) (mul_pos (by norm_num : (0 : ℝ) < 720) he)
  linarith

/-- At any fixed temperature, a bound `T + c w² / T` on the energy of all modes needs
`c ≥ 1/12`. -/
theorem one_twelfth_optimal {T c : ℝ} (hT : 0 < T)
    (hc : ∀ w : ℝ, 0 < w → modeEnergy w T ≤ T + c * w ^ 2 / T) : 1 / 12 ≤ c := by
  by_contra hlt
  have hδ : 0 < 720 * (1 / 12 - c) := by linarith [not_le.1 hlt]
  -- a mode at which the second-order lower bound equals the proposed upper bound
  obtain ⟨s, hs0, hs⟩ : ∃ s : ℝ, 0 < s ∧ s ^ 2 = 720 * (1 / 12 - c) :=
    ⟨_, Real.sqrt_pos.2 hδ, Real.sq_sqrt hδ.le⟩
  have h1 := lt_modeEnergy_second_order (mul_pos hs0 hT) hT
  have h2 := hc (s * T) (mul_pos hs0 hT)
  have e1 : (s * T) ^ 2 / (12 * T) = s ^ 2 * T / 12 := by field_simp
  have e2 : (s * T) ^ 4 / (720 * T ^ 3) = s ^ 4 * T / 720 := by field_simp
  have e3 : c * (s * T) ^ 2 / T = c * s ^ 2 * T := by field_simp
  have h0 : s ^ 2 * T * (1 / 12 - s ^ 2 / 720 - c) = 0 := by
    rw [hs]
    ring
  rw [e1, e2] at h1
  rw [e3] at h2
  linarith

/-- For a positive definite dynamical matrix `D`, the quantum correction to the equipartition
energy of the crystal is positive and less than `trace D / (12 T)`. -/
theorem crystal_quantum_correction {n : Type*} [Fintype n] [DecidableEq n] [Nonempty n]
    {D : Matrix n n ℂ} (hD : D.PosDef) {T : ℝ} (hT : 0 < T) :
    0 < phononEnergy hD.isHermitian T - Fintype.card n * T ∧
      phononEnergy hD.isHermitian T - Fintype.card n * T < D.trace.re / (12 * T) := by
  have hl : ∀ s, 0 < hD.isHermitian.eigenvalues s := fun s => hD.eigenvalues_pos s
  -- the trace is the sum of the squared frequencies
  have htr : D.trace.re = ∑ s, hD.isHermitian.eigenvalues s := by
    rw [hD.isHermitian.trace_eq_sum_eigenvalues, Complex.re_sum]
    exact Finset.sum_congr rfl (fun s _ => Complex.ofReal_re _)
  have hlow : ∑ _s : n, T < phononEnergy hD.isHermitian T :=
    Finset.sum_lt_sum_of_nonempty Finset.univ_nonempty
      (fun s _ => equipartition_lt_modeEnergy (Real.sqrt_pos.2 (hl s)) hT)
  have hup : phononEnergy hD.isHermitian T
      < ∑ s, (T + hD.isHermitian.eigenvalues s / (12 * T)) := by
    refine Finset.sum_lt_sum_of_nonempty Finset.univ_nonempty (fun s _ => ?_)
    have h := modeEnergy_lt (Real.sqrt_pos.2 (hl s)) hT
    rwa [Real.sq_sqrt (hl s).le] at h
  rw [Finset.sum_add_distrib, ← Finset.sum_div, ← htr] at hup
  rw [Finset.sum_const, Finset.card_univ, nsmul_eq_mul] at hlow hup
  constructor <;> linarith

end

end PhononEquipartition
```

```lean
#print axioms PhononEquipartition.gibbs_average_eq_modeEnergy
-- 'PhononEquipartition.gibbs_average_eq_modeEnergy' depends on axioms: [propext, Classical.choice, Quot.sound]
#print axioms PhononEquipartition.one_twelfth_optimal
-- 'PhononEquipartition.one_twelfth_optimal' depends on axioms: [propext, Classical.choice, Quot.sound]
#print axioms PhononEquipartition.crystal_quantum_correction
-- 'PhononEquipartition.crystal_quantum_correction' depends on axioms: [propext, Classical.choice, Quot.sound]
```

## The bounds for a mode and for a crystal

The functions `level` and `modeEnergy` are the levels and $E(w,T)$. For every $w,T>0$, three theorems together give

$$T<E(w,T)<T+\frac{w^2}{12T},\qquad T+\frac{w^2}{12T}-\frac{w^4}{720T^3}<E(w,T).$$

The value $T$ is the classical equipartition energy of an oscillator, half kinetic and half potential. The theorem `one_twelfth_optimal` says that if, at one fixed temperature, $E(w,T)\le T+c\,w^2/T$ holds for all $w>0$, then $c\ge\tfrac1{12}$.

For the crystal, `D : Matrix n n ℂ` is a complex matrix whose rows and columns are labelled by a finite type `n`. Write $N$ for the number of labels, `Fintype.card n`, which is also the number of modes. `phononEnergy` takes the square roots of the eigenvalues as frequencies and adds up the mode energies. The final theorem states, for $N\ge1$,

$$0<U-NT<\frac{\operatorname{tr}D}{12T}.$$

The condition `Nonempty n` is $N\ge1$; without any mode both inequalities would read $0<0$. For $N=1$ and $D=(w^2)$ the statement is the one-mode bound again. The code writes `D.trace.re` because the entries are complex, although the trace of a Hermitian matrix is real.

## What the matrix stands for

$D$ is the mass-weighted matrix of force constants, either of a finite cluster or supercell, or of a periodic crystal at one wavevector. In the last case $U$ is the energy of the modes at that wavevector. The hypothesis `D.PosDef` says that it is Hermitian with strictly positive eigenvalues: every nonzero displacement described by $D$ raises the harmonic potential energy. Uniform translations of a free crystal violate this, as do rigid rotations of a free cluster at equilibrium, and such zero modes have to be removed first. In Lean a zero frequency would contribute energy $0$, because division by zero gives $0$ there, and not the limit $T$.

The model is harmonic, with no coupling between phonons and no thermal expansion. $D$ is given and not computed from a potential, and the additivity of the mode energies is part of the definition of $U$. Within this finite harmonic model, the result bounds the energy that classical molecular dynamics misses by replacing quantum oscillators with classical ones.

## The mode energy from the levels

Put $r=e^{-w/T}$, which lies between $0$ and $1$, and $a=e^{-w/(2T)}$. The Boltzmann factor of level $k$ is $a\,r^k$, so

$$\sum_k a r^k=\frac{a}{1-r},\qquad \sum_k w\left(k+\tfrac12\right)a r^k=\frac{a w r}{(1-r)^2}+\frac{a w}{2(1-r)}.$$

The quotient of the second sum by the first is

$$\frac w2+\frac{w r}{1-r}=\frac w2+\frac{w}{e^{w/T}-1}.$$

This is `gibbs_average_eq_modeEnergy`. In its proof `hB` is the factorisation of the Boltzmann factor, `h0` and `h1` are the sums of $r^k$ and $k r^k$, `hN` assembles the numerator, and `hP` rewrites the Planck term in terms of $r$.

## Each bound as the sign of one function

Set $y=w/T>0$. Bringing everything over a common denominator gives

$$E-T=\frac{T\,f(y)}{2(e^y-1)},\qquad f(y)=e^y(y-2)+y+2,$$

$$T+\frac{w^2}{12T}-E=\frac{T\,g(y)}{12(e^y-1)},\qquad g(y)=e^y(y^2-6y+12)-(y^2+6y+12),$$

$$E-T-\frac{w^2}{12T}+\frac{w^4}{720T^3}=\frac{T\,h(y)}{720(e^y-1)},$$

$$h(y)=e^y(y^4-60y^2+360y-720)+720+360y+60y^2-y^4.$$

The denominators are positive, so it remains to show that $f$, $g$ and $h$ are positive for $y>0$. All three vanish at $y=0$. A function that vanishes at $0$ and has a positive derivative for $y>0$ is itself positive there, and this can be applied repeatedly.

For $f$ two derivatives suffice:

$$f'=e^y(y-1)+1,\qquad f''=y\,e^y>0,$$

and $f'(0)=0$. For $g$ three are needed:

$$g'=e^y(y^2-4y+6)-2y-6,\quad g''=e^y(y^2-2y+2)-2,\quad g'''=y^2e^y>0,$$

with $g'(0)=g''(0)=0$. For $h$ the chain has five steps:

$$\begin{aligned}
h'&=e^y(y^4+4y^3-60y^2+240y-360)+360+120y-4y^3,\\
h''&=e^y(y^4+8y^3-48y^2+120y-120)+120-12y^2,\\
h'''&=e^y(y^4+12y^3-24y^2+24y)-24y,\\
h^{(4)}&=e^y(y^4+16y^3+12y^2-24y+24)-24,\\
h^{(5)}&=e^y(y^4+20y^3+60y^2)>0.
\end{aligned}$$

The first four derivatives vanish at $0$, so positivity passes back up to $h$.

The lemma `pos_of_deriv_pos` is one step of such a chain, for any function $e^yq(y)+r(y)$ with $q$ and $r$ of degree at most four. Its arguments are the coefficients; the constant term of $r$ is fixed as minus that of $q$, which makes the function vanish at $0$. The proof computes the derivative and uses `strictMonoOn_of_deriv_pos` to obtain strict growth on $[0,\infty)$.

The three bounds call this lemma from the innermost derivative outwards. In `modeEnergy_lt`, for example, `h1`, `h2` and `h3` are the positivity of $g''$, $g'$ and $g$. Then `key` restates the last of these, `hdiff` is the common-denominator identity, and `hpos` is the positivity of its right-hand side.

## No constant below 1/12

Suppose the bound held with some $c<\tfrac1{12}$. Choose a number $s>0$ (here not a mode label) with $s^2=720(\tfrac1{12}-c)$ and take the mode $w=sT$. The second-order lower bound gives

$$E>T+s^2T\left(\frac1{12}-\frac{s^2}{720}\right)=T+c\,s^2T=T+\frac{c\,w^2}{T},$$

which contradicts the assumption. In the code `h1` is this lower bound, `h2` the assumed upper bound, and `h0` the choice of $s$ in the form needed to compare them.

## Adding up the modes

Each $w_s^2$ is positive, so the one-mode bounds apply to every $w_s$. Summation gives

$$NT<U<\sum_s\left(T+\frac{w_s^2}{12T}\right)=NT+\frac{1}{12T}\sum_s w_s^2=NT+\frac{\operatorname{tr}D}{12T},$$

and subtracting $NT$ gives the theorem. The two sums are `hlow` and `hup`, and `htr` is the equality of the trace with the sum of the eigenvalues.

## Two coupled oscillators at T = 2

Take

$$D=\begin{pmatrix}5/2&3/2\\3/2&5/2\end{pmatrix},$$

with eigenvalues $1$ and $4$, hence frequencies $1$ and $2$. At $T=2$,

$$E(1,2)=\frac12+\frac1{e^{1/2}-1}\approx2.0415,\qquad E(2,2)=1+\frac2{e-1}\approx2.1640.$$

The correction is $U-4\approx0.2054$. The bound is $5/24\approx0.2083$, read off the diagonal of $D$ alone.

## The correction in a phonon calculation

A harmonic phonon code diagonalises $D$ and sums $E(w_s,T)$. The upper bound needs only the diagonal entries of $D$, so it can be evaluated before any diagonalisation. For a finite cluster these entries are the self force constants divided by the masses; in a periodic crystal they also contain the coupling of an atom to its own periodic images. With the constants restored it reads $\hbar^2\operatorname{tr}D/(12k_BT)$. If the zero modes are projected out, the trace stays the same, since their eigenvalues are zero, and $N$ counts the remaining modes.

For soft modes, $e^{w/T}-1$ is a difference of nearly equal numbers and loses digits in floating-point arithmetic; the library function `expm1` avoids this. The inequalities $T<E<T+w^2/(12T)$ then give a quick check on each computed mode energy, up to rounding.
